# An order-by-order Hellmann–Feynman identity for unnormalised perturbation series

A perturbation calculation for a molecule in a static electric field yields energy coefficients and state corrections. One way to check the two against each other, or to obtain the dipole moment along the field, is to expand the expectation value of the operator that multiplies the field strength, which is minus that dipole component, in powers of the field. The state corrections are commonly computed in intermediate normalisation, where the norm of the perturbed state changes with the field, so the expansion has to account for that norm. The identity below does this at each order, for exact solutions of the order equations with a perturbation linear in its strength.

## The identity and its derivation

Let the Hamiltonian be $H_0+\lambda V$, with $H_0$ and $V$ symmetric and $\lambda$ real. Write the energy and state as formal series with coefficients $E_k$, which are real, and $\psi_k$. Collecting powers of $\lambda$ in the eigenvalue equation gives the order equations

$$H_0\psi_j+V\psi_{j-1}=\sum_{k+l=j}E_k\psi_l,\qquad \psi_{-1}=0.$$

All indices in the sums are non-negative. The squared norm of the state has the coefficients

$$N_r=\sum_{i+l=r}\langle\psi_i,\psi_l\rangle .$$

If the order equations hold through order $n+1$, then

$$\sum_{m+r=n}(m+1)E_{m+1}N_r=\sum_{i+l=n}\langle\psi_i,V\psi_l\rangle .$$

This is the coefficient of $\lambda^n$ in $E'(\lambda)\,\langle\psi,\psi\rangle=\langle\psi,V\psi\rangle$. The derivation needs neither convergence nor differentiation.

Take the inner product of $\psi_i$ with the equation of order $j$, multiply by $j$, and sum over $i+j=n+1$. On the right, $j=k+l$, so

$$\sum_{i+j=n+1}j\langle\psi_i,H_0\psi_j\rangle+\sum_{i+j=n+1}j\langle\psi_i,V\psi_{j-1}\rangle=\sum_{k+i+l=n+1}(k+l)E_k\langle\psi_i,\psi_l\rangle .$$

Now put the equation of order $i$ in the left slot and $\psi_j$ in the right slot, keeping the weight $j$. The energies are real, so they leave the left slot unchanged. After renaming the indices on the right,

$$\sum_{i+j=n+1}j\langle H_0\psi_i,\psi_j\rangle+\sum_{i+j=n+1}j\langle V\psi_{i-1},\psi_j\rangle=\sum_{k+i+l=n+1}l\,E_k\langle\psi_i,\psi_l\rangle .$$

Subtract the second equation from the first. The $H_0$ sums cancel by symmetry. In the first $V$ sum put $j=l+1$; in the second, shift $i$ by one and use the symmetry of $V$. Their difference is

$$\sum_{i+l=n}\bigl[(l+1)-l\bigr]\langle\psi_i,V\psi_l\rangle=\sum_{i+l=n}\langle\psi_i,V\psi_l\rangle .$$

On the energy side the weight $(k+l)-l=k$ remains, which gives $\sum_{k+r=n+1}kE_kN_r$. The term $k=0$ vanishes, and $k=m+1$ gives the stated left side.

The smallest case, $n=0$, reads $E_1\langle\psi_0,\psi_0\rangle=\langle\psi_0,V\psi_0\rangle$, the first-order energy formula for an unnormalised reference state. For $\psi_0=0$ it holds but says nothing about $E_1$.

## Order equations in Lean

The space `F` is a complex inner product space, not assumed complete. Lean's inner product is conjugate-linear in the first slot and linear in the second.

```lean
import Mathlib

open Finset
open scoped InnerProductSpace

namespace OrderByOrderHellmannFeynman

noncomputable section

variable {F : Type*} [NormedAddCommGroup F] [InnerProductSpace ℂ F]
```

The term $V\psi_{j-1}$ becomes a function defined by cases, so that no index $-1$ is required.

```lean
/-- The perturbation acting on the state correction of the previous order; zero at order zero. -/
def driveTerm (V : F →ₗ[ℂ] F) (ψ : ℕ → F) : ℕ → F
  | 0 => 0
  | n + 1 => V (ψ n)
```

`OrderEquations H0 V E ψ M` states the equations for every order up to `M`. The sum over `antidiagonal n` runs over pairs `p` with `p.1 + p.2 = n`; here `p.1` is the order of the energy and `p.2` that of the state. The type `ℕ → ℝ` of `E` makes the energies real.

```lean
/-- The Rayleigh-Schroedinger order equations `H0 ψ_n + V ψ_(n-1) = ∑ E_k ψ_(n-k)` for all orders `n
≤ M`, with no `V` term at order zero. -/
def OrderEquations (H0 V : F →ₗ[ℂ] F) (E : ℕ → ℝ) (ψ : ℕ → F) (M : ℕ) : Prop :=
  ∀ n ≤ M, H0 (ψ n) + driveTerm V ψ n = ∑ p ∈ antidiagonal n, (E p.1 : ℂ) • ψ p.2
```

Existence of the corrections is assumed through this predicate and not derived. Since `H0` and `V` are linear maps defined on all of `F`, unbounded operators fit only if `F` is a common domain that both map into itself.

The next definition is $N_r$, with `n` in the role of $r$.

```lean
/-- The coefficient of order `n` in the squared norm of the perturbed state. -/
def normCoeff (ψ : ℕ → F) (n : ℕ) : ℂ :=
  ∑ p ∈ antidiagonal n, ⟪ψ p.1, ψ p.2⟫_ℂ
```

## Reordering the triple sums

Substituting an order equation into a sum over two orders produces a sum over three orders with fixed total. The first lemma exchanges the first two of them. Its proof gives an explicit map between the index sets that is its own inverse, and `omega` checks the index arithmetic.

```lean
/-- In a sum over three orders with fixed total, the first two orders may be exchanged. -/
theorem triple_swap (f : ℕ → ℕ → ℕ → ℂ) (n : ℕ) :
    ∑ p ∈ antidiagonal n, ∑ q ∈ antidiagonal p.2, f p.1 q.1 q.2 =
      ∑ p ∈ antidiagonal n, ∑ q ∈ antidiagonal p.2, f q.1 p.1 q.2 := by
  rw [sum_sigma', sum_sigma']
  refine sum_nbij' (fun x => ⟨(x.2.1, x.1.1 + x.2.2), (x.1.1, x.2.2)⟩)
    (fun x => ⟨(x.2.1, x.1.1 + x.2.2), (x.1.1, x.2.2)⟩) ?_ ?_ ?_ ?_ ?_
  all_goals
    rintro ⟨⟨a, b⟩, ⟨c, d⟩⟩ h
    simp only [mem_sigma, HasAntidiagonal.mem_antidiagonal] at h
    obtain ⟨h1, h2⟩ := h
    subst h2
    first
      | rfl
      | (simp only [mem_sigma, HasAntidiagonal.mem_antidiagonal, and_true]; omega)
```

The second lemma changes which two orders are grouped together, again by an explicit bijection.

```lean
/-- A sum over three orders with fixed total may be grouped from the left or from the right. -/
theorem triple_assoc (f : ℕ → ℕ → ℕ → ℂ) (n : ℕ) :
    ∑ p ∈ antidiagonal n, ∑ q ∈ antidiagonal p.1, f q.1 q.2 p.2 =
      ∑ p ∈ antidiagonal n, ∑ q ∈ antidiagonal p.2, f p.1 q.1 q.2 := by
  rw [sum_sigma', sum_sigma']
  refine sum_nbij' (fun x => ⟨(x.2.1, x.2.2 + x.1.2), (x.2.2, x.1.2)⟩)
    (fun x => ⟨(x.1.1 + x.2.1, x.2.2), (x.1.1, x.2.1)⟩) ?_ ?_ ?_ ?_ ?_
  all_goals
    rintro ⟨⟨a, b⟩, ⟨c, d⟩⟩ h
    simp only [mem_sigma, HasAntidiagonal.mem_antidiagonal] at h
    obtain ⟨h1, h2⟩ := h
    subst h2
    first
      | rfl
      | (simp only [mem_sigma, HasAntidiagonal.mem_antidiagonal, and_true]; omega)
```

## The two weighted projections

`weighted_ket` is the first projected equation of the derivation, for any total order `n ≤ M`. The proof inserts the order equation with `h p.2`, moves the sum out of the inner product with `inner_sum`, and replaces the weight `p.2` by `q.1 + q.2`. Then `triple_swap` brings the order of the energy to the front, so that in the final statement `p.1`, `q.1` and `q.2` are $k$, $i$ and $l$.

```lean
variable {H0 V : F →ₗ[ℂ] F} {E : ℕ → ℝ} {ψ : ℕ → F} {M : ℕ}

/-- The order equations projected from the left on the state corrections, each weighted by its
order and summed at fixed total order. -/
theorem weighted_ket (h : OrderEquations H0 V E ψ M) {n : ℕ} (hn : n ≤ M) :
    ∑ p ∈ antidiagonal n, (p.2 : ℂ) * ⟪ψ p.1, H0 (ψ p.2)⟫_ℂ +
      ∑ p ∈ antidiagonal n, (p.2 : ℂ) * ⟪ψ p.1, driveTerm V ψ p.2⟫_ℂ =
    ∑ p ∈ antidiagonal n, ∑ q ∈ antidiagonal p.2,
      ((p.1 : ℂ) + q.2) * ((E p.1 : ℂ) * ⟪ψ q.1, ψ q.2⟫_ℂ) := by
  refine Eq.trans ?_
    (triple_swap (fun i k l => ((k : ℂ) + l) * ((E k : ℂ) * ⟪ψ i, ψ l⟫_ℂ)) n)
  rw [← sum_add_distrib]
  refine sum_congr rfl fun p hp => ?_
  have hp' : p.1 + p.2 = n := HasAntidiagonal.mem_antidiagonal.mp hp
  rw [← mul_add, ← inner_add_right, h p.2 (by omega), inner_sum, mul_sum]
  refine sum_congr rfl fun q hq => ?_
  have hq0 : q.1 + q.2 = p.2 := HasAntidiagonal.mem_antidiagonal.mp hq
  have hq' : (p.2 : ℂ) = (q.1 : ℂ) + q.2 := by exact_mod_cast hq0.symm
  rw [inner_smul_right, hq']
```

`weighted_bra` is the second projected equation. The order equation now enters through `h p.1`, and `triple_assoc` brings the right side to the same index pattern. The rewrite `Complex.conj_ofReal` is where the reality of the energies is used.

```lean
/-- The order equations in the left slot of the inner product, weighted by the order of the state
correction in the right slot and summed at fixed total order. -/
theorem weighted_bra (h : OrderEquations H0 V E ψ M) {n : ℕ} (hn : n ≤ M) :
    ∑ p ∈ antidiagonal n, (p.2 : ℂ) * ⟪H0 (ψ p.1), ψ p.2⟫_ℂ +
      ∑ p ∈ antidiagonal n, (p.2 : ℂ) * ⟪driveTerm V ψ p.1, ψ p.2⟫_ℂ =
    ∑ p ∈ antidiagonal n, ∑ q ∈ antidiagonal p.2,
      (q.2 : ℂ) * ((E p.1 : ℂ) * ⟪ψ q.1, ψ q.2⟫_ℂ) := by
  refine Eq.trans ?_
    (triple_assoc (fun k l j => (j : ℂ) * ((E k : ℂ) * ⟪ψ l, ψ j⟫_ℂ)) n)
  rw [← sum_add_distrib]
  refine sum_congr rfl fun p hp => ?_
  have hp' : p.1 + p.2 = n := HasAntidiagonal.mem_antidiagonal.mp hp
  rw [← mul_add, ← inner_add_left, h p.1 (by omega), sum_inner, mul_sum]
  refine sum_congr rfl fun q _ => ?_
  rw [inner_smul_left, Complex.conj_ofReal]
```

## The Hellmann–Feynman identity at each order

The theorem takes symmetric `H0` and `V`, the order equations through `M`, and `n + 1 ≤ M`. In its left sum `p.1` is $m$ and `p.2` is $r$. The correction $\psi_{n+1}$ must exist for the hypothesis to be met, though it doesn't appear in the conclusion.

The familiar Hellmann–Feynman theorem concerns the derivative of an eigenvalue along a differentiable family of Hamiltonians. This version relates series coefficients for the linear family $H_0+\lambda V$ and makes no statement about whether the series converge.

Both projections are applied at total order `n + 1`. The steps `hW1` and `hW2` shift the indices in the two $V$ sums and expose weights that differ by one. `hR` splits the weight $k+l$ into $k$ and $l$, and `hL` removes the term with $k=0$. After the symmetry of `H0` is applied, `linear_combination b - k` performs the subtraction.

```lean
/-- Order-by-order Hellmann-Feynman theorem without normalisation: the energies, weighted by their
order and by the norm coefficients, sum to the coefficient of order `n` of `⟨ψ, V ψ⟩`. -/
theorem hellmann_feynman_order (hH : H0.IsSymmetric) (hV : V.IsSymmetric)
    (h : OrderEquations H0 V E ψ M) {n : ℕ} (hn : n + 1 ≤ M) :
    ∑ p ∈ antidiagonal n, ((p.1 : ℂ) + 1) * (E (p.1 + 1) : ℂ) * normCoeff ψ p.2 =
      ∑ p ∈ antidiagonal n, ⟪ψ p.1, V (ψ p.2)⟫_ℂ := by
  have hH' : ∀ x y, ⟪H0 x, y⟫_ℂ = ⟪x, H0 y⟫_ℂ := hH
  have hV' : ∀ x y, ⟪V x, y⟫_ℂ = ⟪x, V y⟫_ℂ := hV
  have k := weighted_ket h hn
  have b := weighted_bra h hn
  -- the perturbation terms carry weights that differ by one
  have hW1 : ∑ p ∈ antidiagonal (n + 1), (p.2 : ℂ) * ⟪ψ p.1, driveTerm V ψ p.2⟫_ℂ =
      ∑ p ∈ antidiagonal n, (p.2 : ℂ) * ⟪ψ p.1, V (ψ p.2)⟫_ℂ +
        ∑ p ∈ antidiagonal n, ⟪ψ p.1, V (ψ p.2)⟫_ℂ := by
    rw [Finset.Nat.sum_antidiagonal_succ', ← sum_add_distrib]
    simp [driveTerm, add_mul]
  have hW2 : ∑ p ∈ antidiagonal (n + 1), (p.2 : ℂ) * ⟪driveTerm V ψ p.1, ψ p.2⟫_ℂ =
      ∑ p ∈ antidiagonal n, (p.2 : ℂ) * ⟪ψ p.1, V (ψ p.2)⟫_ℂ := by
    rw [Finset.Nat.sum_antidiagonal_succ]
    simp [driveTerm, hV']
  -- the energy terms differ by the order of the energy
  have hR : ∑ p ∈ antidiagonal (n + 1), ∑ q ∈ antidiagonal p.2,
        ((p.1 : ℂ) + q.2) * ((E p.1 : ℂ) * ⟪ψ q.1, ψ q.2⟫_ℂ) =
      ∑ p ∈ antidiagonal (n + 1), (p.1 : ℂ) * (E p.1 : ℂ) * normCoeff ψ p.2 +
        ∑ p ∈ antidiagonal (n + 1), ∑ q ∈ antidiagonal p.2,
          (q.2 : ℂ) * ((E p.1 : ℂ) * ⟪ψ q.1, ψ q.2⟫_ℂ) := by
    rw [← sum_add_distrib]
    refine sum_congr rfl fun p _ => ?_
    rw [normCoeff, mul_sum, ← sum_add_distrib]
    exact sum_congr rfl fun q _ => by ring
  have hL : ∑ p ∈ antidiagonal (n + 1), (p.1 : ℂ) * (E p.1 : ℂ) * normCoeff ψ p.2 =
      ∑ p ∈ antidiagonal n, ((p.1 : ℂ) + 1) * (E (p.1 + 1) : ℂ) * normCoeff ψ p.2 := by
    rw [Finset.Nat.sum_antidiagonal_succ]
    simp only [Nat.cast_zero, zero_mul, zero_add, Nat.cast_add, Nat.cast_one]
  rw [hW1, hR, hL] at k
  rw [hW2] at b
  simp only [hH'] at b
  linear_combination b - k
```

If the state is normalised order by order, meaning $N_0=1$ and $N_j=0$ for $1\le j\le n$, only the term with $m=n$ survives:

$$(n+1)E_{n+1}=\sum_{i+l=n}\langle\psi_i,V\psi_l\rangle .$$

In Lean, `sum_eq_single (n, 0)` selects that term, and `hN` makes the others vanish.

```lean
/-- For a state normalised to one order by order, `(n+1) E_(n+1)` is the coefficient of order `n`
of `⟨ψ, V ψ⟩`. -/
theorem hellmann_feynman_normalised (hH : H0.IsSymmetric) (hV : V.IsSymmetric)
    (h : OrderEquations H0 V E ψ M) {n : ℕ} (hn : n + 1 ≤ M)
    (hN : ∀ j ≤ n, normCoeff ψ j = if j = 0 then 1 else 0) :
    ((n : ℂ) + 1) * (E (n + 1) : ℂ) = ∑ p ∈ antidiagonal n, ⟪ψ p.1, V (ψ p.2)⟫_ℂ := by
  rw [← hellmann_feynman_order hH hV h hn, sum_eq_single (n, 0)]
  · simp [hN 0 (Nat.zero_le n)]
  · -- every other term contains a vanishing norm coefficient
    rintro ⟨a, b⟩ hab hne
    have hab' : a + b = n := HasAntidiagonal.mem_antidiagonal.mp hab
    have hb : b ≠ 0 := by
      rintro rfl
      exact hne (by rw [← hab', add_zero])
    simp [hN b (by omega), hb]
  · intro hnot
    exact absurd (HasAntidiagonal.mem_antidiagonal.mpr (add_zero n)) hnot
```

Intermediate normalisation generally doesn't meet this condition. With $\langle\psi_0,\psi_0\rangle=1$ and $\langle\psi_0,\psi_j\rangle=0$ for $j\ge1$, one has $N_1=0$ but $N_2=\langle\psi_1,\psi_1\rangle$.

## A two-level system with a growing norm

Two levels with energies $0$ and $1$, coupled by $\lambda$, have the Hamiltonian matrix

$$\begin{pmatrix}0&\lambda\\ \lambda&1\end{pmatrix}.$$

The unperturbed part keeps the amplitude of the upper level (the second entry) and removes that of the lower level (the first entry).

```lean
/-- Two uncoupled levels with energies zero and one. -/
def levelH0 : EuclideanSpace ℂ (Fin 2) →ₗ[ℂ] EuclideanSpace ℂ (Fin 2) where
  toFun x := !₂[0, x 1]
  map_add' x y := by ext i; fin_cases i <;> simp
  map_smul' c x := by ext i; fin_cases i <;> simp
```

The perturbation exchanges the two components.

```lean
/-- The coupling that exchanges the two levels. -/
def levelV : EuclideanSpace ℂ (Fin 2) →ₗ[ℂ] EuclideanSpace ℂ (Fin 2) where
  toFun x := !₂[x 1, x 0]
  map_add' x y := by ext i; fin_cases i <;> simp
  map_smul' c x := by ext i; fin_cases i <;> simp
```

The lower eigenvalue is $\tfrac12\bigl(1-\sqrt{1+4\lambda^2}\bigr)=-\lambda^2+\lambda^4-\cdots$, which supplies the energy coefficients through fourth order. The definition sets all later ones to zero, although the exact series continues.

```lean
/-- Energy coefficients `-1` at order two, `1` at order four, and zero otherwise. -/
def levelE (n : ℕ) : ℝ := if n = 2 then -1 else if n = 4 then 1 else 0
```

Fixing the lower-level amplitude at $1$ gives the eigenvector $(1,\,-\lambda+\lambda^3-\cdots)$. Its coefficients are kept through fourth order and set to zero beyond.

```lean
/-- State coefficients: the lower level at order zero, and the upper level with amplitude `-1` at
order one and `1` at order three. -/
def levelState (n : ℕ) : EuclideanSpace ℂ (Fin 2) :=
  !₂[if n = 0 then 1 else 0, if n = 1 then -1 else if n = 3 then 1 else 0]
```

The next theorem confirms that both operators are symmetric and that these coefficients solve the order equations for orders $0$ to $4$. `interval_cases` separates the five orders, and each is checked component by component.

```lean
/-- The coupled two-level system has symmetric operators and solves the order equations through
fourth order. -/
theorem hellmann_feynman_order_witness :
    levelH0.IsSymmetric ∧ levelV.IsSymmetric ∧
      OrderEquations levelH0 levelV levelE levelState 4 := by
  refine ⟨?_, ?_, ?_⟩
  · intro x y
    simp [levelH0, PiLp.inner_apply, Fin.sum_univ_two]
  · intro x y
    simp [levelV, PiLp.inner_apply, Fin.sum_univ_two, add_comm]
  · intro n hn
    rw [Finset.Nat.sum_antidiagonal_eq_sum_range_succ_mk]
    interval_cases n <;> ext i <;> fin_cases i <;>
      simp [sum_range_succ, driveTerm, levelH0, levelV, levelE, levelState]
```

At $n=3$ the contributions $\langle\psi_0,V\psi_3\rangle$ and $\langle\psi_3,V\psi_0\rangle$ are each $1$, and the other two vanish, so the right side of the identity is $2$. However, $4E_4=4$. The difference comes from the norm: $N_2=\langle\psi_1,\psi_1\rangle=1$, so the left side contains $2E_2N_2=-2$ as well, and $4-2=2$. Using the normalised formula with these corrections would give $E_4=\tfrac12$ instead of $1$.

```lean
/-- In the two-level system `4 E_4` equals four, while the third-order coefficient of `⟨ψ, V ψ⟩`
equals two. -/
theorem norm_terms_needed :
    4 * levelE 4 = 4 ∧
      ∑ p ∈ antidiagonal 3, ⟪levelState p.1, levelV (levelState p.2)⟫_ℂ = 2 := by
  constructor
  · norm_num [levelE]
  · rw [Finset.Nat.sum_antidiagonal_eq_sum_range_succ_mk]
    norm_num [sum_range_succ, levelV, levelState, PiLp.inner_apply, Fin.sum_univ_two]

end

end OrderByOrderHellmannFeynman
```

```lean
#print axioms OrderByOrderHellmannFeynman.hellmann_feynman_order
-- 'OrderByOrderHellmannFeynman.hellmann_feynman_order' depends on axioms: [propext, Classical.choice, Quot.sound]
#print axioms OrderByOrderHellmannFeynman.hellmann_feynman_normalised
-- 'OrderByOrderHellmannFeynman.hellmann_feynman_normalised' depends on axioms: [propext, Classical.choice, Quot.sound]
#print axioms OrderByOrderHellmannFeynman.norm_terms_needed
-- 'OrderByOrderHellmannFeynman.norm_terms_needed' depends on axioms: [propext, Classical.choice, Quot.sound]
```
